# The integral of a momentum derivative of a periodic C¹ function over the Brillouin zone is zero

The lemma `integral_pd_eq_zero` concerns a real function `g` of crystal momentum on a cubic lattice with lattice constant 1, in any dimension from one up. If `g` is continuously differentiable and 2π-periodic in every momentum component, then the integral of any of its first partial derivatives over the zone `[0, 2π]^(n+1)` is zero. The attempt applies Mathlib's divergence theorem to a vector field whose only non-zero component is `g`, along the direction `i`. The integral then becomes a difference between two opposite faces of the cube, where `g` takes the same values by periodicity.

The failing Lean file:

```lean
import Mathlib

open MeasureTheory Real

namespace IntrabandPlasmaTensor

noncomputable section

/-- The cube `[0, 2π]^d`, used as the Brillouin zone of a `d`-dimensional cubic lattice with lattice
constant `1`. -/
abbrev zone (d : ℕ) : Set (Fin d → ℝ) := Set.Icc 0 (fun _ => 2 * π)

/-- A function of crystal momentum that is `2π`-periodic in every component. -/
def ZonePeriodic {d : ℕ} (g : (Fin d → ℝ) → ℝ) : Prop :=
  ∀ (i : Fin d) (k : Fin d → ℝ), g (k + Pi.single i (2 * π)) = g k

/-- The partial derivative with respect to the momentum component `k i`. -/
def pd {d : ℕ} (i : Fin d) (g : (Fin d → ℝ) → ℝ) (k : Fin d → ℝ) : ℝ :=
  fderiv ℝ g k (Pi.single i 1)

variable {n : ℕ} {f : ℝ → ℝ} {e : (Fin (n + 1) → ℝ) → ℝ}

/-- The partial derivatives of a `C¹` function of momentum are continuous. -/
theorem continuous_pd {d : ℕ} {g : (Fin d → ℝ) → ℝ} (hg : ContDiff ℝ 1 g) (i : Fin d) :
    Continuous (pd i g) :=
  (hg.continuous_fderiv (by norm_num)).clm_apply continuous_const

/-- A momentum derivative of a zone-periodic `C¹` function integrates to zero over the zone. -/
theorem integral_pd_eq_zero {g : (Fin (n + 1) → ℝ) → ℝ} (hg : ContDiff ℝ 1 g)
    (hp : ZonePeriodic g) (i : Fin (n + 1)) : ∫ k in zone (n + 1), pd i g k = 0 := by
  have hle : (0 : Fin (n + 1) → ℝ) ≤ fun _ => 2 * π := fun _ => Real.two_pi_pos.le
  have hsum : ∀ x, ∑ j, (if j = i then fderiv ℝ g x else 0 : (Fin (n + 1) → ℝ) →L[ℝ] ℝ)
      (Pi.single j 1) = pd i g x := by
    intro x
    rw [Finset.sum_eq_single i]
    · simp [pd]
    · intro j _ hj
      simp [hj]
    · simp
  -- opposite faces of the zone carry the same values of `g`
  have hface : ∀ x : Fin n → ℝ, g (Fin.insertNth (α := fun _ => ℝ) i (2 * π) x)
      = g (Fin.insertNth (α := fun _ => ℝ) i 0 x) := by
    intro x
    rw [← hp i (Fin.insertNth (α := fun _ => ℝ) i 0 x)]
    congr 1
    ext l
    rcases Fin.eq_self_or_eq_succAbove i l with rfl | ⟨m, rfl⟩ <;> simp
  -- divergence theorem for the field with the single component `g` along `i`
  have key := integral_divergence_of_hasFDerivAt_off_countable' (hle := hle)
    (fun j x => if j = i then g x else 0)
    (fun j x => if j = i then fderiv ℝ g x else 0) ∅ Set.countable_empty
    (fun j => by
      by_cases h : j = i
      · simpa only [h, if_true] using hg.continuous.continuousOn
      · simpa only [h, if_false] using continuousOn_const)
    (fun x _ j => by
      by_cases h : j = i
      · simpa only [h, if_true] using (hg.differentiable (by norm_num) x).hasFDerivAt
      · simpa only [h, if_false] using hasFDerivAt_const (0 : ℝ) x)
    (by
      simp only [hsum]
      exact (continuous_pd hg i).continuousOn.integrableOn_compact isCompact_Icc)
  simp only [hsum] at key
  rw [key]
  refine Finset.sum_eq_zero fun j _ => ?_
  by_cases hj : j = i
  · subst hj
    simp [hface]
  · simp [hj]

end

end IntrabandPlasmaTensor
```

The compiler's answer:

```
Main.lean:50:4: error: Application type mismatch: The argument
  fun j x => if j = i then g x else 0
has type
  Fin (n + 1) → (Fin (n + 1) → ℝ) → ℝ
but is expected to have type
  Fin (n + 1) → ℝ
in the application
  integral_divergence_of_hasFDerivAt_off_countable' fun j x => if j = i then g x else 0
Main.lean:51:51: error(lean.synthInstanceFailed): failed to synthesize instance of type class
  EmptyCollection (Fin (n + 1) → (Fin (n + 1) → ℝ) → ?m.216)

Hint: Type class instance resolution failures can be inspected with the `set_option trace.Meta.synthInstance true` command.
Main.lean:54:8: error: Type mismatch: After simplification, term
  Continuous.continuousOn (ContDiff.continuous hg)
 has type
  ContinuousOn g ?m.300
of sort `Prop` but is expected to have type
  Prop
of sort `Type`
Main.lean:55:8: error: Type mismatch: After simplification, term
  continuousOn_const
 has type
  ContinuousOn (fun x => ?m.311) ?m.310
of sort `Prop` but is expected to have type
  Prop
of sort `Type`
Main.lean:59:8: error: Type mismatch: After simplification, term
  hasFDerivAt_const 0 x
 has type
  HasFDerivAt (fun x => 0) 0 x
but is expected to have type
  HasFDerivAt g (fderiv ℝ g x) x
```

The change, after which it compiles:

```diff
@@ -47,15 +47,20 @@
     rcases Fin.eq_self_or_eq_succAbove i l with rfl | ⟨m, rfl⟩ <;> simp
   -- divergence theorem for the field with the single component `g` along `i`
-  have key := integral_divergence_of_hasFDerivAt_off_countable' (hle := hle)
+  have key := integral_divergence_of_hasFDerivAt_off_countable'
+    (0 : Fin (n + 1) → ℝ) (fun _ => 2 * π) hle
     (fun j x => if j = i then g x else 0)
     (fun j x => if j = i then fderiv ℝ g x else 0) ∅ Set.countable_empty
     (fun j => by
       by_cases h : j = i
-      · simpa only [h, if_true] using hg.continuous.continuousOn
-      · simpa only [h, if_false] using continuousOn_const)
+      · simp only [if_pos h]
+        exact hg.continuous.continuousOn
+      · simp only [if_neg h]
+        exact continuousOn_const)
     (fun x _ j => by
       by_cases h : j = i
-      · simpa only [h, if_true] using (hg.differentiable (by norm_num) x).hasFDerivAt
-      · simpa only [h, if_false] using hasFDerivAt_const (0 : ℝ) x)
+      · simp only [if_pos h]
+        exact (hg.differentiable (by norm_num) x).hasFDerivAt
+      · simp only [if_neg h]
+        exact hasFDerivAt_const (0 : ℝ) x)
     (by
       simp only [hsum]
```

The divergence theorem takes the corners of the box as its first two explicit arguments. The attempt gave only `(hle := hle)` by name, and here that did not spare it the corners, so every later argument landed two places early.

The first message shows the vector field read as a corner, and the second shows `∅` read as the vector field. In the next two, the continuity proofs stand where the exceptional set belongs, so Lean wants a `Prop` as a value and is handed a proof. The last has the same source: out of its place, the derivative proof has no stated goal for its branches, so the case `j = i` settles it as a claim about `g`, which the proof for the zero function cannot meet.

The repair passes `0`, `fun _ => 2 * π` and `hle` in order, which puts every argument back in its place. The change from `simpa only` to `simp only` with `if_pos` or `if_neg`, followed by `exact`, is tidying as far as the messages show: they don't fault the simplification itself.
